# With $\hbar=1$, at positive temperature and frequency, the slope $\partial F/\partial w$ of a harmonic ladder equals the thermal mean of $n+\tfrac12$

**Q.** Let me fix the conventions first. I take $\hbar = 1$, a frequency $w$, an inverse temperature $\beta = 1/k_BT$, and levels $E_n = w(n+\tfrac12)$ for $n = 0, 1, 2, \dots$ The partition function is $Z = \sum_n e^{-\beta E_n}$, the free energy is $F = -\beta^{-1}\log Z$, and a thermal mean is $\langle a\rangle = Z^{-1}\sum_n a_n e^{-\beta E_n}$. Is that what the Lean definitions contain?

**A.** Yes, term by term. Here `level n` is $n+\tfrac12$ with $n$ starting at zero, so the zero-point energy is included, `energy w n` is $E_n$, and `weight β w n` is the unnormalised Boltzmann factor.

```lean
import Mathlib

open Real Filter Topology

namespace ThermalOscillator

noncomputable section

/-- The ladder quantum number `n + 1/2` of the harmonic oscillator. -/
def level (n : ℕ) : ℝ := (n : ℝ) + 1 / 2

/-- The oscillator energy `w (n + 1/2)` at frequency `w`, in units `ħ = 1`. -/
def energy (w : ℝ) (n : ℕ) : ℝ := w * level n

/-- The Boltzmann weight `exp (-β E_n)` of level `n`. -/
def weight (β w : ℝ) (n : ℕ) : ℝ := exp (-β * energy w n)
```

The symbol `∑' n` is the sum over all natural numbers, so the ladder is not truncated. `freeEnergy` is $F$, and `meanLevel` is $\langle n+\tfrac12\rangle$, normalised by dividing by $Z$.

```lean
/-- The partition function: the sum of the weights over the infinite ladder. -/
def partition (β w : ℝ) : ℝ := ∑' n, weight β w n

/-- The free energy `F = -log Z / β`. -/
def freeEnergy (β w : ℝ) : ℝ := -log (partition β w) / β

/-- The Boltzmann mean of `n + 1/2` over the infinite ladder. -/
def meanLevel (β w : ℝ) : ℝ := (∑' n, level n * weight β w n) / partition β w
```

Two further definitions set $\coth = \cosh/\sinh$ and $w = \sqrt{k/m}$ for a mass $m$ on a spring of stiffness $k$.

```lean
/-- The hyperbolic cotangent. -/
def coth (x : ℝ) : ℝ := cosh x / sinh x

/-- The frequency `√(k/m)` of an oscillator of mass `m` and stiffness `k`. -/
def frequency (m k : ℝ) : ℝ := Real.sqrt (k / m)
```

**Q.** I see no Hamiltonian and no wavefunction. In what sense does the main theorem below deserve its name, `thermal_hellmann_feynman`?

**A.** The spectrum is put in as a definition: one non-degenerate ladder, standing for a single one-dimensional harmonic mode in canonical equilibrium. It is not derived from $H = p^2/2m + \tfrac12 kx^2$, with $p$ the momentum and $x$ the displacement. Hellmann–Feynman equates the derivative of an eigenvalue with the expectation value of the derivative of $H$ in the eigenstate, and no operator appears in these theorems. What is proved is the thermal step at the level of eigenvalues. Since $dE_n/dw = n+\tfrac12$, the claim
$$\frac{\partial F}{\partial w} = \tfrac12\coth\frac{\beta w}{2} = \langle n+\tfrac12\rangle \qquad (\beta>0,\ w>0)$$
says that the slope of $F$ at fixed temperature is the Boltzmann average of the slopes of the levels.

**Q.** I would get that in one line by differentiating under the sum. Is that the proof?

**A.** No. Exchanging a derivative with an infinite sum needs its own justification, and the proof avoids the exchange by summing both series in closed form. Put $u = \beta w/2$ and $q = e^{-u}$, so that $0<q<1$. Then
$$e^{-\beta w(n+1/2)} = q\,(q^2)^n,\qquad \sinh u = \frac{q^{-1}-q}{2} = \frac{1-q^2}{2q},\qquad \cosh u = \frac{1+q^2}{2q}.$$
The first identity is `weight_eq`, which merges the exponentials and compares exponents. The other two are `sinh_cosh_eq`, where the exponential is replaced by a nonzero variable and denominators are cleared.

```lean
/-- With `q = exp (-β w/2)`, the weight of level `n` is `q (q²)^n`. -/
theorem weight_eq (β w : ℝ) (n : ℕ) :
    weight β w n = exp (-(β * w / 2)) * (exp (-(β * w / 2)) ^ 2) ^ n := by
  unfold weight energy level
  rw [← pow_mul, ← Real.exp_nat_mul, ← Real.exp_add]
  congr 1
  push_cast
  ring

/-- With `q = exp (-x)`, `sinh x = (1 - q²)/(2q)` and `cosh x = (1 + q²)/(2q)`. -/
theorem sinh_cosh_eq (x : ℝ) :
    sinh x = (1 - exp (-x) ^ 2) / (2 * exp (-x)) ∧
      cosh x = (1 + exp (-x) ^ 2) / (2 * exp (-x)) := by
  rw [Real.sinh_eq, Real.cosh_eq, Real.exp_neg]
  have he := (exp_pos x).ne'
  generalize exp x = e at he ⊢
  constructor <;> (field_simp; try ring)
```

The geometric series with ratio $q^2<1$ then gives
$$Z = \frac{q}{1-q^2} = \frac{1}{2\sinh u}.$$
In `hasSum_weight`, `e1` rewrites the terms, `e2` rewrites the value, and the last line is the geometric series multiplied by $q$. The conclusion is a `HasSum`, which states that the series converges to that value.

```lean
/-- For `β, w > 0` the Boltzmann weights sum to `1 / (2 sinh (β w/2))`. -/
theorem hasSum_weight {β w : ℝ} (hβ : 0 < β) (hw : 0 < w) :
    HasSum (weight β w) (1 / (2 * sinh (β * w / 2))) := by
  have hx : 0 < β * w / 2 := by positivity
  obtain ⟨q, hq⟩ : ∃ q, q = exp (-(β * w / 2)) := ⟨_, rfl⟩
  have hq0 : 0 < q := by rw [hq]; exact exp_pos _
  have hq1 : q < 1 := by
    rw [hq]; exact (Real.exp_lt_exp.2 (by linarith : -(β * w / 2) < 0)).trans_eq Real.exp_zero
  have hr : q ^ 2 < 1 := by nlinarith
  have hne : 1 - q ^ 2 ≠ 0 := (sub_pos.2 hr).ne'
  obtain ⟨hs, -⟩ := sinh_cosh_eq (β * w / 2)
  rw [← hq] at hs
  have e1 : weight β w = fun n : ℕ => q * (q ^ 2) ^ n := by
    funext n; rw [weight_eq, ← hq]
  have e2 : 1 / (2 * sinh (β * w / 2)) = q * (1 - q ^ 2)⁻¹ := by
    rw [hs]; field_simp; try ring
  rw [e1, e2]
  -- geometric series with ratio q²
  exact (hasSum_geometric_of_lt_one (sq_nonneg q) hr).mul_left q
```

**Q.** And the numerator of the mean?

**A.** Split $n+\tfrac12$ into its two parts and use $\sum_n n r^n = r/(1-r)^2$ for $|r|<1$, with $r = q^2$:
$$S = \sum_n (n+\tfrac12)\,q\,(q^2)^n = \frac{q\cdot q^2}{(1-q^2)^2} + \frac{q}{2(1-q^2)} = \frac{q(1+q^2)}{2(1-q^2)^2}.$$
Inserting the rational forms above,
$$\frac{\cosh u}{4\sinh^2 u} = \frac{1+q^2}{2q}\cdot\frac{q^2}{(1-q^2)^2},$$
which is the same number. The Lean proof has this shape: `e1` is the split, `e2` the comparison, and the two known series are added at the end.

```lean
/-- For `β, w > 0` the weights multiplied by `n + 1/2` sum to
`cosh (β w/2) / (4 sinh² (β w/2))`. -/
theorem hasSum_level_mul_weight {β w : ℝ} (hβ : 0 < β) (hw : 0 < w) :
    HasSum (fun n => level n * weight β w n)
      (cosh (β * w / 2) / (4 * sinh (β * w / 2) ^ 2)) := by
  have hx : 0 < β * w / 2 := by positivity
  obtain ⟨q, hq⟩ : ∃ q, q = exp (-(β * w / 2)) := ⟨_, rfl⟩
  have hq0 : 0 < q := by rw [hq]; exact exp_pos _
  have hq1 : q < 1 := by
    rw [hq]; exact (Real.exp_lt_exp.2 (by linarith : -(β * w / 2) < 0)).trans_eq Real.exp_zero
  have hr : q ^ 2 < 1 := by nlinarith
  have hne : 1 - q ^ 2 ≠ 0 := (sub_pos.2 hr).ne'
  have hn : ‖q ^ 2‖ < 1 := by
    rw [Real.norm_eq_abs, abs_of_nonneg (sq_nonneg q)]; exact hr
  obtain ⟨hs, hc⟩ := sinh_cosh_eq (β * w / 2)
  rw [← hq] at hs hc
  have e1 : (fun n => level n * weight β w n) =
      fun n : ℕ => q * ((n : ℝ) * (q ^ 2) ^ n) + q / 2 * (q ^ 2) ^ n := by
    funext n; rw [weight_eq, ← hq, level]; ring
  have e2 : cosh (β * w / 2) / (4 * sinh (β * w / 2) ^ 2) =
      q * (q ^ 2 / (1 - q ^ 2) ^ 2) + q / 2 * (1 - q ^ 2)⁻¹ := by
    rw [hs, hc]; field_simp; try ring
  rw [e1, e2]
  -- the series of n rⁿ plus half the geometric series
  exact ((hasSum_coe_mul_geometric_of_norm_lt_one hn).mul_left q).add
    ((hasSum_geometric_of_lt_one (sq_nonneg q) hr).mul_left (q / 2))
```

**Q.** You assume $\beta>0$ and $w>0$ throughout. Are these physics, or conveniences for the prover?

**A.** The condition $\beta>0$ is a positive, finite temperature, and $w>0$ is a confining well whose levels rise without bound. At fixed $\beta>0$ the second condition is sharp: `summable_weight_iff` states that the partition series converges exactly when $w>0$. For $w\le 0$ each exponent $-\beta w(n+\tfrac12)$ is non-negative, so each weight is at least one (`h1`). The terms of a convergent series tend to zero, and a limit of numbers that are at least one is not zero.

```lean
/-- At `β > 0` the partition series converges exactly when the frequency is positive. -/
theorem summable_weight_iff {β : ℝ} (hβ : 0 < β) (w : ℝ) :
    Summable (weight β w) ↔ 0 < w := by
  refine ⟨fun h => ?_, fun hw => (hasSum_weight hβ hw).summable⟩
  by_contra hw
  have hw' : w ≤ 0 := not_lt.1 hw
  -- for w ≤ 0 every weight is at least one, so the terms do not tend to zero
  have h1 : ∀ n, 1 ≤ weight β w n := fun n => by
    have hl : 0 ≤ level n := by unfold level; positivity
    unfold weight energy
    apply Real.one_le_exp
    nlinarith [mul_nonneg hβ.le (mul_nonneg (neg_nonneg.2 hw') hl)]
  have := ge_of_tendsto' h.tendsto_atTop_zero h1
  linarith
```

Take $\beta = 1$, $w = -1$ as a purely formal counter-example; it does not describe an inverted well, since a negative stiffness $k$ makes $\sqrt{k/m}$ imaginary, not negative. The weights are $e^{n+1/2}$, $Z$ diverges, and the formula would give $\tfrac12\coth(-\tfrac12)\approx -1.08$ as the mean of a positive quantity. The choice $\beta=-1$, $w=1$ produces the same weights and fails in the same way. Lean assigns the value zero to a divergent `∑'` and to $\log 0$, so `freeEnergy 1` is identically zero near $w=-1$ and has slope $0$, not $-1.08$; this convention is the reason the main theorem states convergence explicitly.

**Q.** I know the mean as one half plus a Bose factor. Do the two forms meet?

**A.** They do. Dividing,
$$\langle n+\tfrac12\rangle = \frac{S}{Z} = \frac{\cosh u}{4\sinh^2u}\cdot 2\sinh u = \tfrac12\coth u,$$
and in terms of $q$,
$$\tfrac12\,\frac{1+q^2}{1-q^2} = \tfrac12 + \frac{q^2}{1-q^2} = \tfrac12+\frac{1}{e^{\beta w}-1},$$
because $e^{\beta w}q^2 = 1$. In `meanLevel_eq`, `h1` is the division, with the sums replaced by their values through `tsum_eq`, and `hE` and `hE'` supply $e^{\beta w}-1 = (1-q^2)/q^2$. At $\beta = w = 1$ both forms give about $1.082$. Taking the logarithm of $Z$ yields $F = \beta^{-1}\log(2\sinh u)$, which is `freeEnergy_eq`.

```lean
/-- For `β, w > 0` the Boltzmann mean of `n + 1/2` is `coth (β w/2) / 2`, and it also equals
`1/2 + 1 / (exp (β w) - 1)`. -/
theorem meanLevel_eq {β w : ℝ} (hβ : 0 < β) (hw : 0 < w) :
    meanLevel β w = coth (β * w / 2) / 2 ∧
      meanLevel β w = 1 / 2 + 1 / (exp (β * w) - 1) := by
  have hx : 0 < β * w / 2 := by positivity
  have h1 : meanLevel β w = coth (β * w / 2) / 2 := by
    have hs : sinh (β * w / 2) ≠ 0 := (Real.sinh_pos_iff.2 hx).ne'
    unfold meanLevel partition coth
    rw [(hasSum_weight hβ hw).tsum_eq, (hasSum_level_mul_weight hβ hw).tsum_eq]
    generalize sinh (β * w / 2) = s at hs ⊢
    generalize cosh (β * w / 2) = c
    field_simp; try ring
  refine ⟨h1, ?_⟩
  obtain ⟨q, hq⟩ : ∃ q, q = exp (-(β * w / 2)) := ⟨_, rfl⟩
  have hq0 : 0 < q := by rw [hq]; exact exp_pos _
  have hq1 : q < 1 := by
    rw [hq]; exact (Real.exp_lt_exp.2 (by linarith : -(β * w / 2) < 0)).trans_eq Real.exp_zero
  have hne : 1 - q ^ 2 ≠ 0 := (sub_pos.2 (by nlinarith)).ne'
  obtain ⟨hs, hc⟩ := sinh_cosh_eq (β * w / 2)
  rw [← hq] at hs hc
  have hE : exp (β * w) * q ^ 2 = 1 := by
    have h0 : β * w + ((2 : ℕ) : ℝ) * -(β * w / 2) = 0 := by push_cast; ring
    rw [hq, ← Real.exp_nat_mul, ← Real.exp_add, h0, Real.exp_zero]
  have hE' : exp (β * w) - 1 = (1 - q ^ 2) / q ^ 2 := by
    rw [eq_div_iff (by positivity)]; linear_combination hE
  rw [h1, coth, hs, hc, hE']
  field_simp; try ring

/-- For `β, w > 0` the free energy is `log (2 sinh (β w/2)) / β`. -/
theorem freeEnergy_eq {β w : ℝ} (hβ : 0 < β) (hw : 0 < w) :
    freeEnergy β w = log (2 * sinh (β * w / 2)) / β := by
  unfold freeEnergy partition
  rw [(hasSum_weight hβ hw).tsum_eq, one_div, Real.log_inv, neg_neg]
```

**Q.** Now my real doubt. You could differentiate $\log(2\sinh u)/\beta$ and call it a theorem without ever touching the infinite sum.

**A.** The statement rules that out. Read `thermal_hellmann_feynman` clause by clause: for $\beta,w>0$ the series for $Z$ converges; the series $S$ converges; the function `freeEnergy β`, which is defined by the infinite sum with $\beta$ held fixed, has derivative $\tfrac12\coth(\beta w/2)$ at $w$; and `meanLevel β w`, also defined by infinite sums, equals that number. `HasDerivAt f a w` means that the difference quotient of $f$ at $w$ tends to $a$. The closed form enters only in the proof. With $du/dw = \beta/2$ (`hx`),
$$\frac{d}{dw}\frac{\log(2\sinh u)}{\beta} = \frac1\beta\cdot\frac{2\cosh u\cdot\beta/2}{2\sinh u} = \tfrac12\coth u,$$
and the middle expression is literally the one in `h`. Agreement of two functions at one point says nothing about their slopes, so `hev` establishes that $F$ equals the closed form at every frequency near $w$, which holds because the positive frequencies form an open set. Then `congr_of_eventuallyEq` transfers the derivative.

```lean
/-- For `β, w > 0` both ladder series converge, the frequency derivative of the free energy
is `coth (β w/2) / 2`, and the Boltzmann mean of `n + 1/2` has this same value. -/
theorem thermal_hellmann_feynman {β w : ℝ} (hβ : 0 < β) (hw : 0 < w) :
    Summable (weight β w) ∧ Summable (fun n => level n * weight β w n) ∧
      HasDerivAt (freeEnergy β) (coth (β * w / 2) / 2) w ∧
      meanLevel β w = coth (β * w / 2) / 2 := by
  refine ⟨(hasSum_weight hβ hw).summable, (hasSum_level_mul_weight hβ hw).summable, ?_,
    (meanLevel_eq hβ hw).1⟩
  have hs : 0 < sinh (β * w / 2) := Real.sinh_pos_iff.2 (by positivity)
  have hx : HasDerivAt (fun v => β * v / 2) (β / 2) w :=
    (((hasDerivAt_id' w).const_mul β).div_const 2).congr_deriv (by ring)
  have h : HasDerivAt (fun v => log (2 * sinh (β * v / 2)) / β)
      (2 * (cosh (β * w / 2) * (β / 2)) / (2 * sinh (β * w / 2)) / β) w :=
    ((hx.sinh.const_mul 2).log (mul_pos two_pos hs).ne').div_const β
  -- the closed form holds on a neighbourhood of w
  have hev : freeEnergy β =ᶠ[𝓝 w] fun v => log (2 * sinh (β * v / 2)) / β := by
    filter_upwards [lt_mem_nhds hw] with v hv using freeEnergy_eq hβ hv
  refine (h.congr_of_eventuallyEq hev).congr_deriv ?_
  unfold coth
  generalize sinh (β * w / 2) = s at hs ⊢
  generalize cosh (β * w / 2) = c
  field_simp; try ring
```

**Q.** What about the second derivative? Each level is linear in $w$.

**A.** Each level is linear, but $F$ is not. By the quotient rule,
$$F''(w) = \frac12\cdot\frac{\beta}{2}\cdot\frac{\sinh^2u-\cosh^2u}{\sinh^2u} = -\frac{\beta}{4\sinh^2u} < 0.$$
Raising $w$ at fixed $\beta$ shifts population down the ladder: the probability of lying at level $n$ or above is $e^{-\beta wn}$, which decreases for every $n\ge1$, so the slope $\langle n+\tfrac12\rangle$ falls. In `freeEnergy_curvature` the differentiated object is `deriv (freeEnergy β)`, the first derivative as a function of frequency. The main theorem identifies it with $\tfrac12\coth$ near $w$, `h` applies the quotient rule, and `hn` collapses the numerator with $\cosh^2u-\sinh^2u = 1$. At $\beta = w = 1$ the curvature is about $-0.921$.

```lean
/-- For `β, w > 0` the second frequency derivative of the free energy is
`-β / (4 sinh² (β w/2))`, which is negative. -/
theorem freeEnergy_curvature {β w : ℝ} (hβ : 0 < β) (hw : 0 < w) :
    HasDerivAt (deriv (freeEnergy β)) (-β / (4 * sinh (β * w / 2) ^ 2)) w ∧
      -β / (4 * sinh (β * w / 2) ^ 2) < 0 := by
  have hs : 0 < sinh (β * w / 2) := Real.sinh_pos_iff.2 (by positivity)
  refine ⟨?_, div_neg_of_neg_of_pos (by linarith) (by positivity)⟩
  have hx : HasDerivAt (fun v => β * v / 2) (β / 2) w :=
    (((hasDerivAt_id' w).const_mul β).div_const 2).congr_deriv (by ring)
  have h : HasDerivAt (fun v => coth (β * v / 2) / 2)
      ((sinh (β * w / 2) * (β / 2) * sinh (β * w / 2) -
        cosh (β * w / 2) * (cosh (β * w / 2) * (β / 2))) / sinh (β * w / 2) ^ 2 / 2) w :=
    (hx.cosh.fun_div hx.sinh hs.ne').div_const 2
  have hev : deriv (freeEnergy β) =ᶠ[𝓝 w] fun v => coth (β * v / 2) / 2 := by
    filter_upwards [lt_mem_nhds hw] with v hv using
      (thermal_hellmann_feynman hβ hv).2.2.1.deriv
  refine (h.congr_of_eventuallyEq hev).congr_deriv ?_
  -- cosh² - sinh² = 1 collapses the numerator
  have hn : sinh (β * w / 2) * (β / 2) * sinh (β * w / 2) -
      cosh (β * w / 2) * (cosh (β * w / 2) * (β / 2)) = -β / 2 := by
    linear_combination (-β / 2) * Real.cosh_sq (β * w / 2)
  rw [hn]
  generalize sinh (β * w / 2) = s
  ring
```

**Q.** In a molecule I change a force constant, not a frequency.

**A.** For $m>0$ and $k>0$, a physical mass and a restoring spring, $w^2 = k/m$ gives $2w\,dw = dk/m$, so $dw/dk = 1/(2mw)$ and
$$\frac{\partial F}{\partial k} = \frac{\langle n+\tfrac12\rangle}{2mw} = \frac{\coth(\beta w/2)}{4mw}.$$
In `stiffness_response` the function of the stiffness `κ` is differentiated at $k$ with $m$ and $\beta$ fixed, `hsq` is $dw/dk$, and `HasDerivAt.comp` is the chain rule. In operator language $\partial H/\partial k = x^2/2$, so one reads this as $\tfrac12\langle x^2\rangle$ with $\langle x^2\rangle = \coth(\beta w/2)/(2mw)$. That reading, like the numerical values and the practical comments here, rests on ordinary reasoning and is stated by none of the theorems.

```lean
/-- For `β, m, k > 0` and `w = √(k/m)`, the stiffness derivative of the free energy is the
Boltzmann mean of `n + 1/2` divided by `2 m w`, which equals `coth (β w/2) / (4 m w)`. -/
theorem stiffness_response {β m k : ℝ} (hβ : 0 < β) (hm : 0 < m) (hk : 0 < k) :
    HasDerivAt (fun κ => freeEnergy β (frequency m κ))
        (meanLevel β (frequency m k) / (2 * m * frequency m k)) k ∧
      meanLevel β (frequency m k) / (2 * m * frequency m k) =
        coth (β * frequency m k / 2) / (4 * m * frequency m k) := by
  have hw : 0 < frequency m k := Real.sqrt_pos.2 (div_pos hk hm)
  have hsq : HasDerivAt (frequency m) (1 / m / (2 * frequency m k)) k :=
    ((hasDerivAt_id' k).div_const m).sqrt (div_pos hk hm).ne'
  obtain ⟨-, -, hF, hmean⟩ := thermal_hellmann_feynman hβ hw
  rw [hmean]
  generalize coth (β * frequency m k / 2) = c at hF ⊢
  -- chain rule through w = √(k/m)
  exact ⟨(HasDerivAt.comp k hF hsq).congr_deriv (by ring), by ring⟩

end

end ThermalOscillator
```

```lean
#print axioms ThermalOscillator.summable_weight_iff
#print axioms ThermalOscillator.thermal_hellmann_feynman
#print axioms ThermalOscillator.freeEnergy_curvature
#print axioms ThermalOscillator.stiffness_response
```

```
'ThermalOscillator.summable_weight_iff' depends on axioms: [propext, Classical.choice, Quot.sound]
'ThermalOscillator.thermal_hellmann_feynman' depends on axioms: [propext, Classical.choice, Quot.sound]
'ThermalOscillator.freeEnergy_curvature' depends on axioms: [propext, Classical.choice, Quot.sound]
'ThermalOscillator.stiffness_response' depends on axioms: [propext, Classical.choice, Quot.sound]
```

**Q.** Where would I meet this in a real calculation?

**A.** In harmonic thermochemistry and lattice dynamics, where the vibrations are treated as non-interacting harmonic modes, each mode of frequency $w_j>0$ contributes $\tfrac12 w_j+\beta^{-1}\log(1-e^{-\beta w_j})$, which is the closed form of $F$ rearranged. The static energy at the potential minimum is a separate term with its own derivative. The response, at fixed temperature, of the vibrational free energy alone to a parameter $\lambda$, such as a volume or a force constant, is then $\sum_j \langle n_j+\tfrac12\rangle\, dw_j/d\lambda$, of which the stiffness theorem is the case of one mode with $\lambda = k$. A volume dependence of the $w_j$ comes from the anharmonicity of the underlying potential and enters here only as the given input $dw_j/d\lambda$ (the quasi-harmonic approximation); at fixed $\lambda$, anharmonicity and coupling between modes are not part of the model. A program can evaluate the factor as $\tfrac12 + 1/\mathrm{expm1}(\beta w)$, where $\mathrm{expm1}(y) = e^y-1$ is computed without cancellation at small $y$. If it sums the first $N$ levels directly, it misses the fraction $e^{-\beta wN}$ of $Z$, so soft modes with $\beta w\ll1$ need many levels. A mode with a zero or negative force constant has no such free energy and must be treated separately.
